# Powder-averaged elastic incoherent structure factor of N distinct, equally occupied sites: value 1 at Q = 0 and limit 1/N at large Q

## Sites, occupations and the powder average

A single scatterer, such as a proton in a molecular group, jumps among $N$ fixed sites $\mathbf r_0,\dots,\mathbf r_{N-1}$ in $\mathbb R^3$ and occupies site $i$ with probability $p_i$. The wavevector transfer is $\mathbf Q$, with magnitude $Q$, and $d_{ij}=\lVert\mathbf r_i-\mathbf r_j\rVert$ is the distance between two sites, so that $Qd_{ij}$ is dimensionless.

```lean
import Mathlib

open Filter Topology

namespace PowderEISF

noncomputable section
```

Positions live in `EuclideanSpace ℝ (Fin 3)`, whose norm is the Euclidean length. A configuration is a function `r : Fin N → Space`, with indices running from $0$ to $N-1$.

```lean
/-- Positions in three-dimensional Euclidean space. -/
abbrev Space := EuclideanSpace ℝ (Fin 3)
```

The elastic line of the incoherent dynamical structure factor has the weight of the long-time limit of the self correlation $\langle e^{-i\mathbf Q\cdot\mathbf r(0)}e^{i\mathbf Q\cdot\mathbf r(t)}\rangle$, where $\mathbf r(t)$ is the position of the scatterer at time $t$. A factor $i$ in an exponent is the imaginary unit, whereas $i$ as a subscript or summation index numbers a site. If the position at late times has lost all memory of the initial one, the average factorises:
$$\Bigl|\sum_i p_i\,e^{i\mathbf Q\cdot\mathbf r_i}\Bigr|^2=\sum_{i,j}p_ip_j\,e^{i\mathbf Q\cdot(\mathbf r_i-\mathbf r_j)} .$$
In a powder all orientations of the cluster relative to $\mathbf Q$ are equally likely. For one pair, take the polar axis along $\mathbf r_i-\mathbf r_j$ (any axis will do when this vector is zero, since the phase factor is then $1$), let $\theta$ be the polar angle of $\mathbf Q$, and put $u=\cos\theta$ and $x=Qd_{ij}$. The azimuthal integral gives $2\pi$, so the average over the solid angle $\Omega$ is
$$\frac1{4\pi}\int d\Omega\,e^{ix\cos\theta}=\frac12\int_{-1}^{1}e^{ixu}\,du=\frac12\int_{-1}^{1}\cos(xu)\,du=:j_0(x),$$
where the sine part vanishes because it is odd in $u$. The file takes the last integral as the definition `powderAvg`. The factorisation and the reduction from the sphere to $u$ are thus built into the model and are not derived in Lean.

```lean
/-- Powder average of the phase factor: half the integral of `cos (x u)` over the
direction cosine `u ∈ [-1, 1]`. -/
def powderAvg (x : ℝ) : ℝ := (1 / 2) * ∫ u in (-1 : ℝ)..1, Real.cos (x * u)
```

For equal occupation, $p_i=1/N$, the elastic incoherent structure factor is
$$A(Q)=\frac1{N^2}\sum_{i,j}j_0(Qd_{ij}).$$

```lean
/-- Powder-averaged elastic incoherent structure factor for `N` equally occupied sites `r i`. -/
def eisf {N : ℕ} (r : Fin N → Space) (Q : ℝ) : ℝ :=
  (1 / (N : ℝ) ^ 2) * ∑ i, ∑ j, powderAvg (Q * ‖r i - r j‖)
```

For general weights it is
$$A_p(Q)=\sum_{i,j}p_ip_j\,j_0(Qd_{ij}).$$
The weights are arbitrary real numbers. No theorem below requires $p_i\ge0$, and the normalisation $\sum_ip_i=1$, which says that the scatterer is found at one of the sites, appears as a hypothesis only where it is used. The variable $Q$ ranges over all reals, of which $Q\ge0$ is the physical part.

```lean
/-- Powder-averaged elastic incoherent structure factor for sites `r i` with weights `p i`. -/
def eisfWeighted {N : ℕ} (p : Fin N → ℝ) (r : Fin N → Space) (Q : ℝ) : ℝ :=
  ∑ i, ∑ j, p i * p j * powderAvg (Q * ‖r i - r j‖)
```

In quasielastic neutron scattering, and in the analysis of molecular-dynamics trajectories of confined motion, $A(Q)$ describes the geometry of the region visited; the model here is one classical particle on finitely many point sites, without the vibrational smearing that a Debye–Waller factor would represent.

## The orientational average in closed form

At $x=0$ the integrand is $1$, so $j_0(0)=\tfrac12\cdot2=1$. In Lean, `intervalIntegral.integral_const` evaluates the integral of a constant as the length of the interval times the constant.

```lean
/-- The powder average at zero argument equals one. -/
theorem powderAvg_zero : powderAvg 0 = 1 := by
  unfold powderAvg
  simp only [zero_mul, Real.cos_zero, intervalIntegral.integral_const, smul_eq_mul]
  norm_num
```

For $x\neq0$ the function $u\mapsto\sin(xu)/x$ has derivative $x\cos(xu)/x=\cos(xu)$, hence
$$j_0(x)=\frac12\,\frac{\sin x-\sin(-x)}{x}=\frac{\sin x}{x},$$
the spherical Bessel function of order zero. The theorem states this in the multiplied form $x\,j_0(x)=\sin x$. In the proof, `hd` builds the derivative by the chain rule and cancels $x$, `hc` gives continuity and therefore integrability of the integrand, and `intervalIntegral.integral_eq_sub_of_hasDerivAt` is the fundamental theorem of calculus. The rewriting with `Real.sin_neg` is the step $\sin(-x)=-\sin x$.

```lean
/-- For nonzero `x` the powder average satisfies `x * powderAvg x = sin x`. -/
theorem mul_powderAvg {x : ℝ} (hx : x ≠ 0) : x * powderAvg x = Real.sin x := by
  -- the antiderivative of cos (x u) is sin (x u) / x
  have hd : ∀ u ∈ Set.uIcc (-1 : ℝ) 1,
      HasDerivAt (fun u => Real.sin (x * u) / x) (Real.cos (x * u)) u := by
    intro u _
    have h := (((hasDerivAt_id' u).const_mul x).sin).div_const x
    refine h.congr_deriv ?_
    field_simp
  have hc : Continuous fun u : ℝ => Real.cos (x * u) := by fun_prop
  have hI := intervalIntegral.integral_eq_sub_of_hasDerivAt hd (hc.intervalIntegrable _ _)
  unfold powderAvg
  rw [hI]
  simp only [mul_one, mul_neg, Real.sin_neg]
  field_simp
  ring
```

## Decay at a nonzero distance

For $x>0$, $x\,|j_0(x)|=|\sin x|\le1$, so $|j_0(x)|\le1/x$ and $j_0(x)\to0$ as $x\to\infty$. If $d>0$ is a fixed distance, then $Qd\to\infty$ as $Q\to\infty$, and therefore $j_0(Qd)\to0$.

Limits in the file are expressed through filters. For a real function `f` and a real number `a`, the statement `Tendsto f atTop (𝓝 a)` says that for every neighbourhood of $a$ the value $f(Q)$ lies in it for all sufficiently large $Q$; `atTop` encodes "sufficiently large" and `𝓝` the neighbourhoods. Two features of this language carry the proof. First, a bound needs to hold only eventually: `squeeze_zero_norm'` concludes that a function tends to zero once its norm is eventually below a function that tends to zero, here $x^{-1}$ through `tendsto_inv_atTop_zero`. The tactic `filter_upwards` with `eventually_gt_atTop` then allows $x>0$ to be assumed, and this positivity is used in the proof of `h1` and in the division by $x$. Second, limits compose: `tendsto_id.atTop_mul_const hd` says that $Q\mapsto Qd$ tends to infinity, and `h0.comp` substitutes it into $j_0$ without any explicit threshold for $Q$.

```lean
/-- For a positive distance `d`, the powder average at `Q d` tends to zero as `Q → ∞`. -/
theorem powderAvg_tendsto_zero {d : ℝ} (hd : 0 < d) :
    Tendsto (fun Q : ℝ => powderAvg (Q * d)) atTop (𝓝 0) := by
  have h0 : Tendsto powderAvg atTop (𝓝 0) := by
    -- squeeze with the bound 1 / x
    refine squeeze_zero_norm' ?_ tendsto_inv_atTop_zero
    filter_upwards [eventually_gt_atTop (0 : ℝ)] with x hx
    have h1 : x * |powderAvg x| ≤ 1 := by
      have h2 := Real.abs_sin_le_one x
      rwa [← mul_powderAvg hx.ne', abs_mul, abs_of_pos hx] at h2
    rw [Real.norm_eq_abs, inv_eq_one_div, le_div_iff₀ hx]
    linarith [mul_comm x |powderAvg x|]
  exact h0.comp (tendsto_id.atTop_mul_const hd)
```

## General weights at zero and at large wavevector transfer

At $Q=0$ every factor $j_0$ equals $1$, so
$$A_p(0)=\sum_{i,j}p_ip_j=\Bigl(\sum_ip_i\Bigr)\Bigl(\sum_jp_j\Bigr)=1$$
when the weights sum to one. The sites need not be distinct for this. The factorisation of the double sum is `Finset.sum_mul_sum` read from right to left.

```lean
/-- For weights summing to one, the weighted structure factor equals one at `Q = 0`. -/
theorem eisfWeighted_zero {N : ℕ} (p : Fin N → ℝ) (r : Fin N → Space) (hp : ∑ i, p i = 1) :
    eisfWeighted p r 0 = 1 := by
  unfold eisfWeighted
  simp only [zero_mul, powderAvg_zero, mul_one]
  rw [← Finset.sum_mul_sum, hp, one_mul]
```

Now let the sites be distinct, which is the hypothesis `Function.Injective r`: $\mathbf r_i=\mathbf r_j$ only if $i=j$. A diagonal term has $d_{ii}=0$ and equals $p_i^2\,j_0(0)=p_i^2$ for every $Q$. An off-diagonal term has $d_{ij}>0$ and tends to $p_ip_j\cdot0=0$. The sum is finite, so the limit is taken term by term, and with the Kronecker symbol $\delta_{ij}$
$$\lim_{Q\to\infty}A_p(Q)=\sum_{i,j}\delta_{ij}\,p_i^2=\sum_ip_i^2 .$$
No normalisation of the weights enters. The statement `hterm` gives the limit of each term as `if i = j then p i ^ 2 else 0` and is proved by cases on $i=j$; injectivity is used once, to obtain the positive distance `hd`. Two applications of `tendsto_finsetSum` add the limits over $j$ and over $i$, and `hlim` collapses the Kronecker symbol.

```lean
/-- For distinct sites, the weighted structure factor tends to `∑ i, p i ^ 2` as `Q → ∞`. -/
theorem eisfWeighted_tendsto {N : ℕ} (p : Fin N → ℝ) (r : Fin N → Space)
    (hr : Function.Injective r) :
    Tendsto (eisfWeighted p r) atTop (𝓝 (∑ i, p i ^ 2)) := by
  -- diagonal terms are constant, off-diagonal terms die out
  have hterm : ∀ i j : Fin N,
      Tendsto (fun Q : ℝ => p i * p j * powderAvg (Q * ‖r i - r j‖)) atTop
        (𝓝 (if i = j then p i ^ 2 else 0)) := by
    intro i j
    by_cases hij : i = j
    · subst hij
      simp only [sub_self, norm_zero, mul_zero, powderAvg_zero, mul_one, if_true, sq]
      exact tendsto_const_nhds
    · have hd : 0 < ‖r i - r j‖ := norm_pos_iff.mpr (sub_ne_zero.mpr fun h => hij (hr h))
      have h := (powderAvg_tendsto_zero hd).const_mul (p i * p j)
      rw [mul_zero] at h
      rw [if_neg hij]
      exact h
  have hsum := tendsto_finsetSum Finset.univ fun i _ =>
    tendsto_finsetSum Finset.univ fun j _ => hterm i j
  have hlim : (∑ i : Fin N, ∑ j : Fin N, if i = j then p i ^ 2 else 0) = ∑ i, p i ^ 2 := by
    simp
  rw [hlim] at hsum
  exact hsum
```

## The lowest plateau

The Cauchy–Schwarz inequality for the vectors $(p_0,\dots,p_{N-1})$ and $(1,\dots,1)$ reads
$$1=\Bigl(\sum_ip_i\cdot1\Bigr)^2\le\Bigl(\sum_ip_i^2\Bigr)\Bigl(\sum_i1^2\Bigr)=N\sum_ip_i^2 ,$$
so normalised weights satisfy $\sum_ip_i^2\ge1/N$. The inequality is `Finset.sum_mul_sq_le_sq_mul_sq`. The theorem has no hypothesis on $N$, because $N=0$ would turn the displayed inequality into $1\le0$; `hpos` extracts $N>0$ in this way before dividing. The statement concerns the weights alone. Together with the preceding limit it shows that $N$ distinct sites with normalised weights have a large-$Q$ plateau of at least $1/N$. It does not characterise the case of equality.

```lean
/-- For `N` weights summing to one, `∑ i, p i ^ 2` is at least `1 / N`. -/
theorem plateau_ge {N : ℕ} (p : Fin N → ℝ) (hp : ∑ i, p i = 1) :
    1 / (N : ℝ) ≤ ∑ i, p i ^ 2 := by
  have h := Finset.sum_mul_sq_le_sq_mul_sq Finset.univ p (fun _ => (1 : ℝ))
  have hN : (∑ _i : Fin N, (1 : ℝ) ^ 2) = N := by simp
  simp only [mul_one] at h
  rw [hp, hN] at h
  have hpos : (0 : ℝ) < N := by
    rcases (Nat.cast_nonneg N : (0 : ℝ) ≤ N).eq_or_lt with h0 | h0
    · rw [← h0] at h
      norm_num at h
    · exact h0
  rw [div_le_iff₀ hpos]
  linarith
```

## Equal occupation

With $p_i=1/N$ each product $p_ip_j$ is $1/N^2$ and can be moved out of both sums, so $A=A_p$ as functions of $Q$. The proof distributes the prefactor with `Finset.mul_sum` and compares terms.

```lean
/-- The equal-occupation structure factor is the weighted one with all weights `1 / N`. -/
theorem eisf_eq_weighted {N : ℕ} (r : Fin N → Space) :
    eisf r = eisfWeighted (fun _ => 1 / (N : ℝ)) r := by
  funext Q
  unfold eisf eisfWeighted
  rw [Finset.mul_sum]
  refine Finset.sum_congr rfl fun i _ => ?_
  rw [Finset.mul_sum]
  refine Finset.sum_congr rfl fun j _ => ?_
  ring
```

The two general results now specialise. The weights sum to $N\cdot\frac1N=1$, giving $A(0)=1$, and
$$\sum_ip_i^2=N\cdot\frac1{N^2}=\frac1N$$
gives $A(Q)\to1/N$. In words, `eisf_zero_and_limit` states: for every natural number $N\ge1$ and every assignment of $N$ pairwise distinct points of $\mathbb R^3$, the equal-occupation structure factor equals $1$ at $Q=0$ and converges to $1/N$ as the real number $Q$ tends to $+\infty$. Equal occupation therefore attains the lower bound on the plateau. The condition $N\ge1$ excludes the empty sum, for which the value at $Q=0$ would be $0$. For $N=1$ the only term is diagonal, and both values are $1$. The theorem gives neither a rate of convergence nor monotonicity. In the proof, `hs` is the displayed sum, and the last line replaces the neighbourhoods of $\sum_ip_i^2$ by those of the equal number $1/N$.

```lean
/-- For `N ≥ 1` distinct, equally occupied sites the powder-averaged elastic incoherent
structure factor equals one at `Q = 0` and tends to `1 / N` as `Q → ∞`. -/
theorem eisf_zero_and_limit {N : ℕ} (hN : 1 ≤ N) (r : Fin N → Space)
    (hr : Function.Injective r) :
    eisf r 0 = 1 ∧ Tendsto (eisf r) atTop (𝓝 (1 / (N : ℝ))) := by
  have hne : (N : ℝ) ≠ 0 := Nat.cast_ne_zero.mpr (by omega)
  rw [eisf_eq_weighted]
  constructor
  · apply eisfWeighted_zero
    rw [Finset.sum_const, Finset.card_univ, Fintype.card_fin, nsmul_eq_mul]
    field_simp
  · have h := eisfWeighted_tendsto (fun _ => 1 / (N : ℝ)) r hr
    -- N equal weights give N * (1 / N) ^ 2 = 1 / N
    have hs : (∑ _i : Fin N, (1 / (N : ℝ)) ^ 2) = 1 / (N : ℝ) := by
      rw [Finset.sum_const, Finset.card_univ, Fintype.card_fin, nsmul_eq_mul]
      field_simp
    exact h.mono_right (le_of_eq (congrArg nhds hs))
```

## Two sites

For $N=2$ with $d=d_{01}=d_{10}$ the four terms are two diagonal ones and two equal off-diagonal ones:
$$A(Q)=\frac14\bigl[1+j_0(Qd)+j_0(Qd)+1\bigr]=\frac12\Bigl(1+\frac{\sin Qd}{Qd}\Bigr).$$
The hypothesis $Qd\ne0$ permits the division and implies that the sites are distinct. In Lean, `hd'` is the symmetry of the distance, `hj` the closed form of $j_0$, and `Fin.sum_univ_two` expands both sums. The formula lies below $\tfrac12$ for $\pi<Qd<2\pi$, so the bound $1/N$ applies to the limit and not to the values at finite $Q$; that observation is read off the formula and is not a theorem of the file.

```lean
/-- For two equally occupied sites at distance `d` with `Q d ≠ 0`, the structure factor is
`(1 + sin (Q d) / (Q d)) / 2`. -/
theorem eisf_two_site (r : Fin 2 → Space) (Q d : ℝ) (hd : ‖r 0 - r 1‖ = d)
    (hQ : Q * d ≠ 0) :
    eisf r Q = (1 + Real.sin (Q * d) / (Q * d)) / 2 := by
  have hd' : ‖r 1 - r 0‖ = d := by rw [norm_sub_rev, hd]
  have hj : powderAvg (Q * d) = Real.sin (Q * d) / (Q * d) := by
    rw [eq_div_iff hQ, mul_comm, mul_powderAvg hQ]
  unfold eisf
  simp only [Fin.sum_univ_two, sub_self, norm_zero, mul_zero, powderAvg_zero, hd, hd', hj]
  push_cast
  ring

end

end PowderEISF
```

```lean
#print axioms PowderEISF.plateau_ge
-- 'PowderEISF.plateau_ge' depends on axioms: [propext, Classical.choice, Quot.sound]
#print axioms PowderEISF.eisf_zero_and_limit
-- 'PowderEISF.eisf_zero_and_limit' depends on axioms: [propext, Classical.choice, Quot.sound]
#print axioms PowderEISF.eisf_two_site
-- 'PowderEISF.eisf_two_site' depends on axioms: [propext, Classical.choice, Quot.sound]
```

## Evaluating the sum numerically

A program forms the $N\times N$ matrix of distances $d_{ij}$ once, evaluates $\sin(Qd_{ij})/(Qd_{ij})$ entrywise on a grid of $Q$ values, and contracts with the weights on both sides. The diagonal entries, and all entries at $Q=0$, have zero argument and must be set to $1$, which is the same split as between `powderAvg_zero` and `mul_powderAvg`. Some numerical packages define their sinc function as $\sin(\pi y)/(\pi y)$, in which case the argument to pass is $y=Qd_{ij}/\pi$. For $N\ge2$ distinct sites and $Q>0$ each off-diagonal term is bounded in magnitude by $|p_ip_j|/(Qd_{ij})$. With non-negative normalised weights and shortest site separation $d_{\min}$, the deviation of $A_p(Q)$ from the plateau is therefore at most $(1-\sum_ip_i^2)/(Qd_{\min})$. This is an upper bound on the absolute deviation and is not a theorem of the file. Because the plateau can be as small as $1/N$, the bound guarantees a deviation small compared with the plateau only when $Qd_{\min}$ is large compared with $(1-\sum_ip_i^2)/\sum_ip_i^2$, which is $N-1$ for equal occupation.
